# For Hermitian \(H\) in finite dimension and an orthogonal projector \(Q\neq 1\), the lowest eigenvalue of \(H+uQ\) tends, as \(u\to\infty\), to the minimum of \(H\) over unit vectors in \(\ker Q\)

## Does a finite level shift keep an orbital out of the environment?

In projection-based embedding I keep the active orbitals away from the occupied environment orbitals by adding \(uQ\) to the one-electron Hamiltonian \(H\), where \(Q\) projects onto the environment orbitals and \(u\) is a large positive energy. But \(H\) can still couple the two spaces. With two levels,

\[
H=\begin{pmatrix}0&1\\1&0\end{pmatrix},\qquad Q=\begin{pmatrix}0&0\\0&1\end{pmatrix},
\]

the lowest eigenvalue is \((u-\sqrt{u^2+4})/2\), which is below the constrained value 0 for every finite \(u\). How much of the lowest orbital can remain in the environment, and does its energy always go to the constrained one?

## The leakage and the energy error both vanish as the shift grows

The first choice is what "ground state" means. Here a ground vector is a unit vector that minimises the expectation value, and the lowest eigenvalue is defined separately, as the least element of the set of real eigenvalues. For Hermitian operators the two notions are then shown to agree.

**Ground vectors and eigenvalues.** Let \(A\) be Hermitian on a nonzero finite-dimensional space, and let \(x\) minimise \(\langle x,Ax\rangle\) over unit vectors, with minimum \(\mu\). Such an \(x\) exists because the unit sphere is compact. By scaling, \(\langle z,(A-\mu)z\rangle\ge 0\) for all \(z\), with equality at \(x\). Put \(z=x+tv\) with \(t\) real. The term linear in \(t\), \(2t\,\mathrm{Re}\langle v,(A-\mu)x\rangle\), must vanish for every \(v\). Taking \(v=(A-\mu)x\) gives \(Ax=\mu x\). Any other eigenvalue is the expectation value of a unit eigenvector, so it is at least \(\mu\).

**Leakage.** Since \(Q\) is Hermitian and \(Q^2=Q\), we have \(\langle x,Qx\rangle=\|Qx\|^2\), and the shifted energy is \(\langle x,Hx\rangle+u\|Qx\|^2\). As \(Q\neq1\), some \(z\) has \(Qz\neq z\), and \(y=(z-Qz)/\|z-Qz\|\) is a unit vector with \(Qy=0\). If \(x\) is a ground vector of \(H+uQ\), comparison with \(y\) gives

\[
\langle x,Hx\rangle+u\|Qx\|^2\le\langle y,Hy\rangle .
\]

Both expectation values of \(H\) lie between \(-\|H\|\) and \(\|H\|\), where \(\|H\|\) is the operator norm. Hence \(\|Qx\|^2\le 2\|H\|/u\) for \(u>0\). This is only an upper bound: in your two-level model \(\|Qx\|^2\) is close to \(1/u^2\) for large \(u\).

**Energy.** Let \(m\) be the minimum of \(\langle y,Hy\rangle\) over unit \(y\) with \(Qy=0\), and let \(\lambda\) be the lowest eigenvalue of \(H+uQ\). A constrained minimiser does not feel the shift, so \(\lambda\le m\). For the other direction write \(p=x-Qx\) and \(q=\|Qx\|\). Then \(Qp=0\), \(\|p\|^2=1-q^2\), and

\[
\langle x,Hx\rangle=\langle p,Hp\rangle+\mathrm{Re}\langle p,HQx\rangle+\mathrm{Re}\langle Qx,Hx\rangle\ \ge\ m(1-q^2)-2\|H\|q .
\]

The last step uses \(\|p\|\le1\) and \(\|x\|=1\). Adding \(uq^2\) and using \(m\le\|H\|\), we get, for \(d=u-\|H\|>0\),

\[
m-\lambda\le 2\|H\|q-dq^2=\frac{\|H\|^2}{d}-\frac{(\|H\|-dq)^2}{d}\le\frac{\|H\|^2}{u-\|H\|}.
\]

The right-hand side tends to zero, so \(\lambda\to m\). In your two-level model the bound is \(1/(u-1)\), while the actual error is \(2/(u+\sqrt{u^2+4})\), close to \(1/u\) for large \(u\).

## What the Lean theorems say

The space `E` is a real or complex inner product space, with scalars `𝕜`. Real symmetric matrices in an orthonormal basis are the case `𝕜 = ℝ`. Operators are continuous linear maps, `‖H‖` is the operator norm, and `IsStarProjection Q` says that \(Q\) is self-adjoint and idempotent. `energy A x` is the real part of \(\langle x,Ax\rangle\), which is the whole expectation value when \(A\) is self-adjoint. `IsGround A S x` says that \(x\) is a unit vector in the set `S` with the least energy among the unit vectors of `S`. `S` is the whole space for \(H+uQ\), written `shifted H Q u`, and the kernel of \(Q\) for the constrained problem.

- `leakage_le` is the bound \(\|Qx\|^2\le2\|H\|/u\) for every ground vector and every \(u>0\).
- `abs_energy_sub_le` is the error bound \(\|H\|^2/(u-\|H\|)\) for \(u>\|H\|\).
- `lowest_eigenvalue_tendsto` takes a function `ev` whose value at each \(u>0\) is the least real eigenvalue of \(H+uQ\). It gives a constrained minimiser \(y\) and the limit of `ev` to its energy.

The first two need neither finite dimension nor a self-adjoint \(H\). Besides their conditions on \(Q\) and \(u\), they assume a complete space and the ground vectors named in their hypotheses. The limit theorem assumes finite dimension and a self-adjoint \(H\). The condition \(Q\neq1\) ensures that a unit vector escapes the shift; for \(Q=1\) on a nonzero space, the whole spectrum just moves up by \(u\).

For embedding practice, this bounds the leakage and the energy error of the lowest orbital at a finite level shift, for a fixed one-electron Hamiltonian in a finite orthonormal basis. It does not treat the higher occupied active orbitals of a real calculation, nor self-consistency: a Fock operator depends on the occupied orbitals, and so can change with \(u\).

## From the variational principle to the limit

`abs_re_inner_le` bounds the real parts of the matrix elements of \(H\), and `IsGround.mul_norm_sq_le` is the variational principle for vectors that are not normalised, with the zero vector treated separately. `exists_isGround` is the compactness argument. `IsGround.isLeast_eigenvalue` takes stationarity from Mathlib's result on extrema of the Rayleigh quotient, then compares with any other eigenvector.

`energy_shifted` gives the term \(u\|Qx\|^2\), and `exists_unit_ker` builds the trial vector \(y\). In `leakage_le`, `linarith` combines the comparison with the two bounds on expectation values.

In `abs_energy_sub_le`, `hP` is \(\|p\|^2=1-q^2\), `hsplit` is the three-term decomposition, and `k` is the quadratic bound in \(q\). The final `nlinarith` receives the square \((\|H\|-dq)^2\ge0\) as a hint, which completes the square. The limit theorem identifies `ev u` with the energy of a ground vector, since a least element is unique, and squeezes the error to zero.

`twoLevel_witness` confirms that your two matrices satisfy the conditions on \(H\) and \(Q\) and do not commute, so the theorems apply to a case with real coupling between the spaces.

```lean
import Mathlib

open Filter Topology

namespace ProjectorShiftEmbedding

noncomputable section

variable {𝕜 E : Type*} [RCLike 𝕜] [NormedAddCommGroup E] [InnerProductSpace 𝕜 E]

/-- The expectation value `⟨x, A x⟩` (its real part) of an operator `A` in the vector `x`. -/
def energy (A : E →L[𝕜] E) (x : E) : ℝ := RCLike.re (inner 𝕜 x (A x))

/-- The vector `x` is a unit vector of `S` with the least expectation value of `A` among all
unit vectors of `S`. -/
def IsGround (A : E →L[𝕜] E) (S : Set E) (x : E) : Prop :=
  x ∈ S ∧ ‖x‖ = 1 ∧ ∀ y ∈ S, ‖y‖ = 1 → energy A x ≤ energy A y

/-- The embedding Hamiltonian `H + u Q`, with level shift `u` on the range of `Q`. -/
def shifted (H Q : E →L[𝕜] E) (u : ℝ) : E →L[𝕜] E := H + (u : 𝕜) • Q

/-- The set of real eigenvalues of an operator. -/
def realEigenvalues (A : E →L[𝕜] E) : Set ℝ := {μ | ∃ y, y ≠ 0 ∧ A y = (μ : 𝕜) • y}

/-- The real part of a matrix element of `H` is bounded in absolute value by the operator norm of
`H` times the norms of the two vectors. -/
theorem abs_re_inner_le (H : E →L[𝕜] E) (x y : E) :
    |RCLike.re (inner 𝕜 x (H y))| ≤ ‖H‖ * ‖x‖ * ‖y‖ := by
  calc |RCLike.re (inner 𝕜 x (H y))| ≤ ‖inner 𝕜 x (H y)‖ := RCLike.abs_re_le_norm _
    _ ≤ ‖x‖ * ‖H y‖ := norm_inner_le_norm _ _
    _ ≤ ‖x‖ * (‖H‖ * ‖y‖) := mul_le_mul_of_nonneg_left (H.le_opNorm y) (norm_nonneg x)
    _ = ‖H‖ * ‖x‖ * ‖y‖ := by ring

/-- Variational principle without normalisation: if all real multiples of `p` lie in `S`, the
energy of `p` is at least the ground energy on `S` times `‖p‖²`. -/
theorem IsGround.mul_norm_sq_le {A : E →L[𝕜] E} {S : Set E} {x p : E} (hx : IsGround A S x)
    (hp : ∀ r : ℝ, (r : 𝕜) • p ∈ S) : energy A x * ‖p‖ ^ 2 ≤ energy A p := by
  rcases eq_or_ne p 0 with rfl | h0
  · simp [energy]
  · have hpos : 0 < ‖p‖ := norm_pos_iff.mpr h0
    have hne : ‖p‖ ≠ 0 := hpos.ne'
    have hn : ‖((‖p‖⁻¹ : ℝ) : 𝕜) • p‖ = 1 := by
      rw [norm_smul, RCLike.norm_ofReal, abs_of_nonneg (by positivity), inv_mul_cancel₀ hne]
    have hs : energy A (((‖p‖⁻¹ : ℝ) : 𝕜) • p) = ‖p‖⁻¹ ^ 2 * energy A p := by
      unfold energy
      rw [map_smul, inner_smul_left, inner_smul_right, RCLike.conj_ofReal,
        RCLike.re_ofReal_mul, RCLike.re_ofReal_mul]
      ring
    have h := hx.2.2 _ (hp ‖p‖⁻¹) hn
    rw [hs] at h
    calc energy A x * ‖p‖ ^ 2 ≤ (‖p‖⁻¹ ^ 2 * energy A p) * ‖p‖ ^ 2 :=
          mul_le_mul_of_nonneg_right h (by positivity)
      _ = energy A p := by field_simp

/-- In finite dimension, a closed set that contains a unit vector contains a ground vector. -/
theorem exists_isGround [FiniteDimensional 𝕜 E] (A : E →L[𝕜] E) {S : Set E}
    (hS : IsClosed S) (hne : ∃ y ∈ S, ‖y‖ = 1) : ∃ x, IsGround A S x := by
  have : ProperSpace E := FiniteDimensional.proper_rclike 𝕜 E
  have hc : IsCompact (S ∩ Metric.sphere (0 : E) 1) := (isCompact_sphere _ _).inter_left hS
  have hi : Continuous fun x : E => inner 𝕜 x (A x) := by fun_prop
  have hcont : Continuous (energy A) := RCLike.continuous_re.comp hi
  obtain ⟨y, hy, hy1⟩ := hne
  obtain ⟨x, hx, hmin⟩ := hc.exists_isMinOn
    ⟨y, hy, mem_sphere_zero_iff_norm.mpr hy1⟩ hcont.continuousOn
  exact ⟨x, hx.1, mem_sphere_zero_iff_norm.mp hx.2, fun z hz hz1 =>
    isMinOn_iff.mp hmin z ⟨hz, mem_sphere_zero_iff_norm.mpr hz1⟩⟩

variable [CompleteSpace E]

/-- The energy of a ground vector of a self-adjoint operator, taken over the whole space, is
the lowest eigenvalue. -/
theorem IsGround.isLeast_eigenvalue {A : E →L[𝕜] E} (hA : IsSelfAdjoint A) {x : E}
    (hx : IsGround A Set.univ x) : IsLeast (realEigenvalues A) (energy A x) := by
  have he : ∀ z, A.reApplyInnerSelf z = energy A z := fun z => by
    rw [ContinuousLinearMap.reApplyInnerSelf_apply, energy, inner_re_symm]
  constructor
  · -- a minimiser on the unit sphere is stationary, hence an eigenvector
    have hm : IsMinOn A.reApplyInnerSelf (Metric.sphere (0 : E) ‖x‖) x :=
      isMinOn_iff.mpr fun z hz => by
        rw [he, he]
        exact hx.2.2 z (Set.mem_univ z) ((mem_sphere_zero_iff_norm.mp hz).trans hx.2.1)
    have h := hA.eq_smul_self_of_isLocalExtrOn (Or.inl hm.localize)
    have hr : A.rayleighQuotient x = energy A x := by
      change A.reApplyInnerSelf x / ‖x‖ ^ 2 = _
      rw [he, hx.2.1]
      norm_num
    rw [hr] at h
    exact ⟨x, norm_ne_zero_iff.mp (by rw [hx.2.1]; exact one_ne_zero), h⟩
  · rintro μ ⟨y, hy0, hy⟩
    have h := hx.mul_norm_sq_le (p := y) (fun _ => Set.mem_univ _)
    have hμ : energy A y = μ * ‖y‖ ^ 2 := by
      unfold energy
      rw [hy, inner_smul_right, RCLike.re_ofReal_mul, inner_self_eq_norm_sq]
    rw [hμ] at h
    have hpos : 0 < ‖y‖ := norm_pos_iff.mpr hy0
    exact le_of_mul_le_mul_right h (by positivity)

/-- For an orthogonal projector `Q`, the shift adds `u ‖Q x‖²` to the energy of `x`. -/
theorem energy_shifted (H : E →L[𝕜] E) {Q : E →L[𝕜] E} (hQ : IsStarProjection Q) (u : ℝ)
    (x : E) : energy (shifted H Q u) x = energy H x + u * ‖Q x‖ ^ 2 := by
  have hi : Q (Q x) = Q x := DFunLike.congr_fun hQ.isIdempotentElem.eq x
  have s : inner 𝕜 (Q x) (Q x) = inner 𝕜 x (Q (Q x)) :=
    hQ.isSelfAdjoint.isSymmetric x (Q x)
  rw [hi] at s
  have e : shifted H Q u x = H x + (u : 𝕜) • Q x := rfl
  unfold energy
  rw [e, inner_add_right, inner_smul_right, ← s, map_add, RCLike.re_ofReal_mul,
    inner_self_eq_norm_sq]

/-- An orthogonal projector other than the identity annihilates some unit vector. -/
theorem exists_unit_ker {Q : E →L[𝕜] E} (hQ : IsStarProjection Q) (hne : Q ≠ 1) :
    ∃ y, Q y = 0 ∧ ‖y‖ = 1 := by
  obtain ⟨z, hz⟩ : ∃ z, Q z ≠ z := by
    by_contra h
    exact hne (ContinuousLinearMap.ext fun z => by_contra fun hz => h ⟨z, hz⟩)
  have hi : Q (Q z) = Q z := DFunLike.congr_fun hQ.isIdempotentElem.eq z
  have hw : z - Q z ≠ 0 := sub_ne_zero.mpr (Ne.symm hz)
  refine ⟨((‖z - Q z‖ : 𝕜)⁻¹) • (z - Q z), ?_, norm_smul_inv_norm hw⟩
  rw [map_smul, map_sub, hi, sub_self, smul_zero]

/-- Leakage bound: for `u > 0` and an orthogonal projector `Q ≠ 1`, every ground vector `x` of
`H + u Q` satisfies `‖Q x‖² ≤ 2 ‖H‖ / u`. -/
theorem leakage_le {H Q : E →L[𝕜] E} (hQ : IsStarProjection Q) (hne : Q ≠ 1) {u : ℝ}
    (hu : 0 < u) {x : E} (hx : IsGround (shifted H Q u) Set.univ x) :
    ‖Q x‖ ^ 2 ≤ 2 * ‖H‖ / u := by
  obtain ⟨y, hy, hy1⟩ := exists_unit_ker hQ hne
  -- compare with a trial vector that does not feel the shift
  have h := hx.2.2 y (Set.mem_univ y) hy1
  rw [energy_shifted H hQ, energy_shifted H hQ, hy, norm_zero] at h
  have h1 : |energy H x| ≤ ‖H‖ * ‖x‖ * ‖x‖ := abs_re_inner_le H x x
  have h2 : |energy H y| ≤ ‖H‖ * ‖y‖ * ‖y‖ := abs_re_inner_le H y y
  rw [hx.2.1] at h1
  rw [hy1] at h2
  rw [le_div_iff₀ hu]
  linarith [(abs_le.mp h1).1, (abs_le.mp h2).2]

/-- Rate of convergence: let `Q` be an orthogonal projector and `u > ‖H‖`. If `x` is a ground vector
of `H + u Q` and `y` is a ground vector of `H` on the kernel of `Q`, their energies (for `H + u Q`
and `H` respectively) differ by at most `‖H‖² / (u - ‖H‖)`. -/
theorem abs_energy_sub_le {H Q : E →L[𝕜] E} (hQ : IsStarProjection Q) {u : ℝ}
    (hu : ‖H‖ < u) {x y : E} (hx : IsGround (shifted H Q u) Set.univ x)
    (hy : IsGround H {z | Q z = 0} y) :
    |energy (shifted H Q u) x - energy H y| ≤ ‖H‖ ^ 2 / (u - ‖H‖) := by
  have hd : 0 < u - ‖H‖ := sub_pos.mpr hu
  have hQy : Q y = 0 := hy.1
  have hup := hx.2.2 y (Set.mem_univ y) hy.2.1
  rw [energy_shifted H hQ u y, hQy, norm_zero] at hup
  have hi : Q (Q x) = Q x := DFunLike.congr_fun hQ.isIdempotentElem.eq x
  have hq : RCLike.re (inner 𝕜 x (Q x)) = ‖Q x‖ ^ 2 := by
    simpa [shifted, energy] using energy_shifted 0 hQ 1 x
  -- split `x` into its kernel part `x - Q x` and its leakage `Q x`
  have hP : ‖x - Q x‖ ^ 2 = 1 - ‖Q x‖ ^ 2 := by
    rw [norm_sub_sq (𝕜 := 𝕜), hq, hx.2.1]
    ring
  have hP1 : ‖x - Q x‖ ≤ 1 := by nlinarith [norm_nonneg (x - Q x), sq_nonneg ‖Q x‖]
  have hsplit : energy H x = energy H (x - Q x)
      + RCLike.re (inner 𝕜 (x - Q x) (H (Q x))) + RCLike.re (inner 𝕜 (Q x) (H x)) := by
    simp only [energy, map_sub, inner_sub_left, inner_sub_right]
    ring
  have h1 := hy.mul_norm_sq_le (p := x - Q x) (fun r => by
    change Q ((r : 𝕜) • (x - Q x)) = 0
    rw [map_smul, map_sub, hi, sub_self, smul_zero])
  rw [hP] at h1
  have h2 := (abs_le.mp (abs_re_inner_le H (x - Q x) (Q x))).1
  have h3 := (abs_le.mp (abs_re_inner_le H (Q x) x)).1
  rw [hx.2.1] at h3
  have h4 : ‖H‖ * ‖x - Q x‖ * ‖Q x‖ ≤ ‖H‖ * 1 * ‖Q x‖ := by gcongr
  have h5 : |energy H y| ≤ ‖H‖ * ‖y‖ * ‖y‖ := abs_re_inner_le H y y
  rw [hy.2.1, mul_one, mul_one] at h5
  have h6 := mul_le_mul_of_nonneg_right (abs_le.mp h5).2 (sq_nonneg ‖Q x‖)
  have k : energy H y - energy (shifted H Q u) x
      ≤ 2 * ‖H‖ * ‖Q x‖ - (u - ‖H‖) * ‖Q x‖ ^ 2 := by
    rw [energy_shifted H hQ u x, hsplit]
    linarith
  -- complete the square in `‖Q x‖`
  have hlow : energy H y - energy (shifted H Q u) x ≤ ‖H‖ ^ 2 / (u - ‖H‖) := by
    rw [le_div_iff₀ hd]
    nlinarith [mul_le_mul_of_nonneg_right k hd.le, sq_nonneg (‖H‖ - (u - ‖H‖) * ‖Q x‖)]
  have hnn : 0 ≤ ‖H‖ ^ 2 / (u - ‖H‖) := by positivity
  exact abs_le.mpr ⟨by linarith, by linarith⟩

/-- Projector-shift embedding: in finite dimension, for self-adjoint `H` and an orthogonal
projector `Q ≠ 1`, the lowest eigenvalue of `H + u Q` tends, as `u → ∞`, to the minimum of
`⟨y, H y⟩` over unit vectors `y` with `Q y = 0`. -/
theorem lowest_eigenvalue_tendsto [FiniteDimensional 𝕜 E] {H Q : E →L[𝕜] E}
    (hH : IsSelfAdjoint H) (hQ : IsStarProjection Q) (hne : Q ≠ 1) {ev : ℝ → ℝ}
    (hev : ∀ u, 0 < u → IsLeast (realEigenvalues (shifted H Q u)) (ev u)) :
    ∃ y, IsGround H {z | Q z = 0} y ∧ Tendsto ev atTop (𝓝 (energy H y)) := by
  obtain ⟨w, hw, hw1⟩ := exists_unit_ker hQ hne
  obtain ⟨y, hy⟩ := exists_isGround H (S := {z | Q z = 0})
    (isClosed_eq Q.continuous continuous_const) ⟨w, hw, hw1⟩
  refine ⟨y, hy, ?_⟩
  have hs : Tendsto (fun u : ℝ => u - ‖H‖) atTop atTop := by
    simpa only [sub_eq_add_neg, id_eq] using
      tendsto_atTop_add_const_right atTop (-‖H‖) tendsto_id
  have hg : Tendsto (fun u : ℝ => ‖H‖ ^ 2 / (u - ‖H‖)) atTop (𝓝 0) :=
    tendsto_const_nhds.div_atTop hs
  rw [tendsto_iff_norm_sub_tendsto_zero]
  refine squeeze_zero' (Eventually.of_forall fun u => norm_nonneg _) ?_ hg
  filter_upwards [eventually_gt_atTop ‖H‖] with u hu
  obtain ⟨x, hx⟩ := exists_isGround (shifted H Q u) isClosed_univ ⟨w, Set.mem_univ w, hw1⟩
  have hr : IsSelfAdjoint (u : 𝕜) := RCLike.conj_ofReal u
  have hA : IsSelfAdjoint (shifted H Q u) := hH.add (hr.smul hQ.isSelfAdjoint)
  rw [(hev u ((norm_nonneg H).trans_lt hu)).unique (hx.isLeast_eigenvalue hA),
    Real.norm_eq_abs]
  exact abs_energy_sub_le hQ hu hx hy

set_option maxHeartbeats 400000 in
/-- A two-level instance: the coupling `!![0, 1; 1, 0]` is self-adjoint, `!![0, 0; 0, 1]` is an
orthogonal projector other than the identity, and the two do not commute. -/
theorem twoLevel_witness :
    let φ := Matrix.toEuclideanCLM (n := Fin 2) (𝕜 := ℝ)
    IsSelfAdjoint (φ !![0, 1; 1, 0]) ∧ IsStarProjection (φ !![0, 0; 0, 1]) ∧
      φ !![0, 0; 0, 1] ≠ 1 ∧
      φ !![0, 1; 1, 0] * φ !![0, 0; 0, 1] ≠ φ !![0, 0; 0, 1] * φ !![0, 1; 1, 0] := by
  intro φ
  -- only the isomorphism property of `φ` matters
  clear_value φ
  have h1 : IsSelfAdjoint (!![0, 1; 1, 0] : Matrix (Fin 2) (Fin 2) ℝ) := by
    change star _ = _
    ext i j
    fin_cases i <;> fin_cases j <;> simp [Matrix.star_apply]
  have h2 : IsSelfAdjoint (!![0, 0; 0, 1] : Matrix (Fin 2) (Fin 2) ℝ) := by
    change star _ = _
    ext i j
    fin_cases i <;> fin_cases j <;> simp [Matrix.star_apply]
  have h3 : (!![0, 0; 0, 1] : Matrix (Fin 2) (Fin 2) ℝ) * !![0, 0; 0, 1]
      = !![0, 0; 0, 1] := by
    ext i j
    fin_cases i <;> fin_cases j <;> simp [Matrix.mul_apply, Fin.sum_univ_succ]
  have h4 : (!![0, 1; 1, 0] : Matrix (Fin 2) (Fin 2) ℝ) * !![0, 0; 0, 1]
      ≠ !![0, 0; 0, 1] * !![0, 1; 1, 0] := by
    intro h
    have h01 := congrFun (congrFun h 0) 1
    simp [Matrix.mul_apply, Fin.sum_univ_succ] at h01
  refine ⟨h1.map φ, ⟨?_, h2.map φ⟩, fun h => ?_, fun h => ?_⟩
  · exact (map_mul φ _ _).symm.trans (congrArg φ h3)
  · have h' := EquivLike.injective φ (h.trans (map_one φ).symm)
    have h00 := congrFun (congrFun h' 0) 0
    simp at h00
  · exact h4 (EquivLike.injective φ
      ((map_mul φ _ _).trans (h.trans (map_mul φ _ _).symm)))

end

end ProjectorShiftEmbedding
```

```lean
#print axioms ProjectorShiftEmbedding.leakage_le
#print axioms ProjectorShiftEmbedding.lowest_eigenvalue_tendsto
```

```
'ProjectorShiftEmbedding.leakage_le' depends on axioms: [propext, Classical.choice, Quot.sound]
'ProjectorShiftEmbedding.lowest_eigenvalue_tendsto' depends on axioms: [propext, Classical.choice, Quot.sound]
```
